# A polynomial density matrix is the same for every inverse factor of the overlap matrix

Should an orthogonalization of a nonorthogonal basis mean the output of a particular recipe, such as Löwdin's or Cholesky's, or any square matrix $Z$ with $Z^T S Z = I$, where $S$ is the overlap matrix? I'd like to use the second, wider meaning. Suppose $W$ satisfies the same relation, $H$ is the Hamiltonian matrix in the original basis, and $p$ is a real polynomial. I expect

$$Z\,p(Z^T H Z)\,Z^T = W\,p(W^T H W)\,W^T,$$

so that the density matrix doesn't depend on the orthogonalization. Can this be made rigorous and checked by machine, with no assumption about how $Z$ and $W$ were computed?

## Any square matrix with $Z^\dagger S Z = 1$ is admitted

Yes. The relation $Z^\dagger S Z = 1$ is all that the argument needs, so the Lean file takes it as the definition of an inverse factor. It says that the columns of $Z$ are the coefficients of an orthonormal set of functions. The dagger is the conjugate transpose, which lets one proof serve real and complex matrices; for real matrices it is the transpose, and the identity becomes yours.

In electronic structure, the result means that a polynomial expansion of the density matrix for a fixed one-particle Hamiltonian matrix gives the same answer with a Cholesky factor as with a Löwdin factor, provided that the same polynomial is used for both, the arithmetic is exact and nothing is truncated.

## Eliminating $Z$ from the density matrix

Write $D_Z = Z\,p(Z^\dagger H Z)\,Z^\dagger$. The plan is to rewrite $D_Z$ in terms of $S$, $H$ and $p$ alone.

**The product $ZZ^\dagger$ is $S^{-1}$.** The relation $(Z^\dagger S)Z = 1$ says that $Z^\dagger S$ is a left inverse of $Z$. For square matrices a left inverse is also a right inverse, so $ZZ^\dagger S = 1$. Hence $S$ is invertible and $ZZ^\dagger = S^{-1}$.

**$Z$ can be moved through the polynomial.** Regrouping a product gives

$$Z\,(Z^\dagger H Z) = (ZZ^\dagger H)\,Z.$$

If $Z (Z^\dagger H Z)^k = (ZZ^\dagger H)^k Z$ holds for some $k \ge 0$, then multiplying on the right by $Z^\dagger H Z$ gives

$$Z (Z^\dagger H Z)^{k+1} = (ZZ^\dagger H)^k Z\,(Z^\dagger H Z) = (ZZ^\dagger H)^{k+1} Z.$$

The case $k=0$ reads $Z = Z$, so the relation holds for all powers. Multiplying by the coefficients of $p$ and adding,

$$Z\,p(Z^\dagger H Z) = p(ZZ^\dagger H)\,Z.$$

**The factor disappears.** Multiplying on the right by $Z^\dagger$ and inserting $ZZ^\dagger = S^{-1}$ twice gives

$$D_Z = p(ZZ^\dagger H)\,ZZ^\dagger = p(S^{-1}H)\,S^{-1}.$$

The right-hand side contains no $Z$. The same calculation for $W$ ends at the same matrix, so $D_Z = D_W$.

## Which factors agree, and what happens to idempotency and trace

The converse also holds. Let $Z$ be an inverse factor and let $W$ be any square matrix with $D_W = D_Z$ for every $p$. The constant polynomial $p = 1$ gives $WW^\dagger = ZZ^\dagger = S^{-1}$. Then $W(W^\dagger S) = 1$, and exchanging the two factors gives $W^\dagger S W = 1$.

The freedom in choosing the factor is exactly a unitary matrix. Given two inverse factors, put $U = Z^\dagger S W$. Then $ZU = (ZZ^\dagger S)W = W$, and

$$UU^\dagger = Z^\dagger S\,(WW^\dagger)\,S^\dagger Z = Z^\dagger S^\dagger Z = (Z^\dagger S Z)^\dagger = 1.$$

Conversely, if $U$ is unitary, then $(ZU)^\dagger S (ZU) = U^\dagger (Z^\dagger S Z) U = U^\dagger U = 1$.

Now write $P = p(Z^\dagger H Z)$, so that $D_Z = ZPZ^\dagger$. Then

$$D_Z S D_Z = ZP\,(Z^\dagger S Z)\,PZ^\dagger = ZP^2Z^\dagger.$$

Multiplying on the left by $Z^\dagger S$ and on the right by $SZ$ undoes the back-transformation, so $D_Z S D_Z = D_Z$ holds exactly when $P^2 = P$. For the trace, cyclic invariance gives

$$\operatorname{tr}(D_Z S) = \operatorname{tr}(ZPZ^\dagger S) = \operatorname{tr}(PZ^\dagger S Z) = \operatorname{tr} P.$$

A small example shows two factors at work:

$$S = \begin{pmatrix}1&1\\1&2\end{pmatrix},\qquad
Z = \begin{pmatrix}1&-1\\0&1\end{pmatrix},\qquad
W = \begin{pmatrix}-1&-1\\1&0\end{pmatrix}.$$

Both satisfy the defining relation, and

$$ZZ^T = WW^T = \begin{pmatrix}2&-1\\-1&1\end{pmatrix} = S^{-1}.$$

The second basis function here has squared norm 2; after normalization, the overlap between the two functions is $1/\sqrt2$.

## The Lean file

```lean
import Mathlib

open Matrix
open scoped Polynomial

namespace InverseFactorDensity

noncomputable section

variable {𝕜 n : Type*} [RCLike 𝕜] [Fintype n] [DecidableEq n]

/-- `Z` is an inverse factor of the overlap matrix `S`: the basis transformed by `Z` is
orthonormal. -/
def IsInverseFactor (S Z : Matrix n n 𝕜) : Prop := Zᴴ * S * Z = 1

/-- The Hamiltonian matrix in the basis transformed by `Z`. -/
def orthoHamiltonian (H Z : Matrix n n 𝕜) : Matrix n n 𝕜 := Zᴴ * H * Z

/-- The density matrix obtained by applying the polynomial `p` to the transformed Hamiltonian
and transforming back to the original basis. -/
def densityMatrix (H Z : Matrix n n 𝕜) (p : 𝕜[X]) : Matrix n n 𝕜 :=
  Z * Polynomial.aeval (orthoHamiltonian H Z) p * Zᴴ

/-- For an inverse factor `Z` of the overlap matrix `S`, the product `Z Zᴴ` is a left inverse
of `S`. -/
theorem factor_mul_overlap {S Z : Matrix n n 𝕜} (hZ : IsInverseFactor S Z) :
    Z * Zᴴ * S = 1 := by
  rw [Matrix.mul_assoc]
  exact mul_eq_one_comm.mp hZ

/-- The transformation `Z` carries a polynomial of `Zᴴ H Z` into the same polynomial of
`Z Zᴴ H`. -/
theorem factor_intertwines (H Z : Matrix n n 𝕜) (p : 𝕜[X]) :
    Z * Polynomial.aeval (orthoHamiltonian H Z) p
      = Polynomial.aeval (Z * Zᴴ * H) p * Z := by
  have hs : SemiconjBy Z (orthoHamiltonian H Z) (Z * Zᴴ * H) := by
    simp only [SemiconjBy, orthoHamiltonian, Matrix.mul_assoc]
  induction p using Polynomial.induction_on' with
  | add p q hp hq => rw [map_add, map_add, mul_add, add_mul, hp, hq]
  | monomial k a =>
    -- powers are intertwined, and scalars commute with everything
    rw [Polynomial.aeval_monomial, Polynomial.aeval_monomial, ← Algebra.smul_def,
      ← Algebra.smul_def, mul_smul_comm, smul_mul_assoc, (hs.pow_right k).eq]

/-- The density matrix built with any inverse factor of `S` equals `p(S⁻¹ H) S⁻¹`. -/
theorem densityMatrix_eq {S Z : Matrix n n 𝕜} (hZ : IsInverseFactor S Z)
    (H : Matrix n n 𝕜) (p : 𝕜[X]) :
    densityMatrix H Z p = Polynomial.aeval (S⁻¹ * H) p * S⁻¹ := by
  have hinv : Z * Zᴴ = S⁻¹ := (Matrix.inv_eq_left_inv (factor_mul_overlap hZ)).symm
  unfold densityMatrix
  rw [factor_intertwines, Matrix.mul_assoc _ Z Zᴴ, hinv]

/-- Two inverse factors of the same overlap matrix give the same density matrix, for every
Hamiltonian matrix and every polynomial. -/
theorem densityMatrix_independent {S Z W : Matrix n n 𝕜} (hZ : IsInverseFactor S Z)
    (hW : IsInverseFactor S W) (H : Matrix n n 𝕜) (p : 𝕜[X]) :
    Z * Polynomial.aeval (Zᴴ * H * Z) p * Zᴴ
      = W * Polynomial.aeval (Wᴴ * H * W) p * Wᴴ :=
  (densityMatrix_eq hZ H p).trans (densityMatrix_eq hW H p).symm

/-- Given an inverse factor `Z` of `S`, a matrix `W` reproduces the density matrices of `Z` for
all polynomials exactly when `W` is itself an inverse factor of `S`. -/
theorem densityMatrix_agree_iff {S Z : Matrix n n 𝕜} (hZ : IsInverseFactor S Z)
    (H W : Matrix n n 𝕜) :
    (∀ p : 𝕜[X], densityMatrix H W p = densityMatrix H Z p) ↔ IsInverseFactor S W := by
  constructor
  · intro h
    -- the constant polynomial 1 already fixes `W Wᴴ`
    have h1 := h 1
    simp only [densityMatrix, map_one, mul_one] at h1
    have h2 : W * (Wᴴ * S) = 1 := by
      rw [← Matrix.mul_assoc, h1]
      exact factor_mul_overlap hZ
    exact mul_eq_one_comm.mp h2
  · intro hW p
    exact densityMatrix_independent hW hZ H p

/-- Given one inverse factor `Z` of `S`, the inverse factors of `S` are exactly the products
`Z U` with `U` unitary. -/
theorem isInverseFactor_iff_unitary {S Z : Matrix n n 𝕜} (hZ : IsInverseFactor S Z)
    (W : Matrix n n 𝕜) :
    IsInverseFactor S W ↔ ∃ U ∈ Matrix.unitaryGroup n 𝕜, W = Z * U := by
  have hZ' : Zᴴ * S * Z = 1 := hZ
  constructor
  · intro hW
    have hSW : S * (W * Wᴴ) = 1 := mul_eq_one_comm.mp (factor_mul_overlap hW)
    refine ⟨Zᴴ * S * W, ?_, ?_⟩
    · rw [Matrix.mem_unitaryGroup_iff, Matrix.star_eq_conjTranspose]
      calc Zᴴ * S * W * (Zᴴ * S * W)ᴴ
          = Zᴴ * (S * (W * Wᴴ)) * Sᴴ * Z := by
            simp only [Matrix.conjTranspose_mul, Matrix.conjTranspose_conjTranspose,
              Matrix.mul_assoc]
        _ = (Zᴴ * S * Z)ᴴ := by
            rw [hSW, mul_one]
            simp only [Matrix.conjTranspose_mul, Matrix.conjTranspose_conjTranspose,
              Matrix.mul_assoc]
        _ = 1 := by rw [hZ', Matrix.conjTranspose_one]
    · calc W = (Z * Zᴴ * S) * W := by rw [factor_mul_overlap hZ, one_mul]
        _ = Z * (Zᴴ * S * W) := by simp only [Matrix.mul_assoc]
  · rintro ⟨U, hU, rfl⟩
    have hU' : Uᴴ * U = 1 := Matrix.mem_unitaryGroup_iff'.mp hU
    calc (Z * U)ᴴ * S * (Z * U) = Uᴴ * (Zᴴ * S * Z) * U := by
          simp only [Matrix.conjTranspose_mul, Matrix.mul_assoc]
      _ = 1 := by rw [hZ', mul_one, hU']

/-- The density matrix `D` satisfies `D S D = D` exactly when the polynomial of the transformed
Hamiltonian is idempotent. -/
theorem densityMatrix_idempotent_iff {S Z : Matrix n n 𝕜} (hZ : IsInverseFactor S Z)
    (H : Matrix n n 𝕜) (p : 𝕜[X]) :
    densityMatrix H Z p * S * densityMatrix H Z p = densityMatrix H Z p ↔
      IsIdempotentElem (Polynomial.aeval (orthoHamiltonian H Z) p) := by
  have hZ' : Zᴴ * S * Z = 1 := hZ
  unfold densityMatrix IsIdempotentElem
  generalize Polynomial.aeval (orthoHamiltonian H Z) p = P
  have key : Z * P * Zᴴ * S * (Z * P * Zᴴ) = Z * (P * P) * Zᴴ := by
    calc Z * P * Zᴴ * S * (Z * P * Zᴴ) = Z * P * (Zᴴ * S * Z) * P * Zᴴ := by
          simp only [Matrix.mul_assoc]
      _ = Z * (P * P) * Zᴴ := by
          rw [hZ', mul_one]
          simp only [Matrix.mul_assoc]
  -- the back-transformation can be undone
  have undo : ∀ X : Matrix n n 𝕜, Zᴴ * S * (Z * X * Zᴴ) * (S * Z) = X := by
    intro X
    calc Zᴴ * S * (Z * X * Zᴴ) * (S * Z) = (Zᴴ * S * Z) * X * (Zᴴ * S * Z) := by
          simp only [Matrix.mul_assoc]
      _ = X := by rw [hZ', one_mul, mul_one]
  rw [key]
  constructor
  · intro h
    calc P * P = Zᴴ * S * (Z * (P * P) * Zᴴ) * (S * Z) := (undo _).symm
      _ = Zᴴ * S * (Z * P * Zᴴ) * (S * Z) := by rw [h]
      _ = P := undo P
  · intro h
    rw [h]

/-- The trace of the density matrix times the overlap matrix equals the trace of the polynomial
of the transformed Hamiltonian. -/
theorem trace_densityMatrix_overlap {S Z : Matrix n n 𝕜} (hZ : IsInverseFactor S Z)
    (H : Matrix n n 𝕜) (p : 𝕜[X]) :
    (densityMatrix H Z p * S).trace
      = (Polynomial.aeval (orthoHamiltonian H Z) p).trace := by
  have hZ' : Zᴴ * S * Z = 1 := hZ
  unfold densityMatrix
  generalize Polynomial.aeval (orthoHamiltonian H Z) p = P
  calc (Z * P * Zᴴ * S).trace = (Z * (P * (Zᴴ * S))).trace := by
        simp only [Matrix.mul_assoc]
    _ = (P * (Zᴴ * S) * Z).trace := Matrix.trace_mul_comm _ _
    _ = P.trace := by rw [Matrix.mul_assoc P, hZ', mul_one]

/-- The matrix with rows `(1, -1)` and `(0, 1)` and the matrix with rows `(-1, -1)` and `(1, 0)` are
both inverse factors of the overlap matrix with rows `(1, 1)` and `(1, 2)`. -/
theorem isInverseFactor_witness :
    IsInverseFactor (!![1, 1; 1, 2] : Matrix (Fin 2) (Fin 2) ℝ) !![1, -1; 0, 1] ∧
      IsInverseFactor (!![1, 1; 1, 2] : Matrix (Fin 2) (Fin 2) ℝ) !![-1, -1; 1, 0] := by
  constructor <;> unfold IsInverseFactor <;> ext i j <;> fin_cases i <;> fin_cases j <;>
    simp [Matrix.mul_apply, Fin.sum_univ_succ] <;> norm_num

end

end InverseFactorDensity
```

```lean
#print axioms InverseFactorDensity.densityMatrix_independent
-- 'InverseFactorDensity.densityMatrix_independent' depends on axioms: [propext, Classical.choice, Quot.sound]
#print axioms InverseFactorDensity.densityMatrix_agree_iff
-- 'InverseFactorDensity.densityMatrix_agree_iff' depends on axioms: [propext, Classical.choice, Quot.sound]
#print axioms InverseFactorDensity.densityMatrix_idempotent_iff
-- 'InverseFactorDensity.densityMatrix_idempotent_iff' depends on axioms: [propext, Classical.choice, Quot.sound]
#print axioms InverseFactorDensity.trace_densityMatrix_overlap
-- 'InverseFactorDensity.trace_densityMatrix_overlap' depends on axioms: [propext, Classical.choice, Quot.sound]
```

## How the theorems read in physical terms

The type `𝕜` stands for the real or the complex numbers, and the finite type `n` labels the basis functions. `Matrix n n 𝕜` is therefore a square matrix in that basis, and Lean's `ᴴ` is the dagger used above. The notation `𝕜[X]` means polynomials with coefficients in `𝕜`, so in the complex case the coefficients may be complex too. `Polynomial.aeval A p` is the matrix $p(A)$, with the constant term multiplying the identity matrix.

There are three definitions:

- `IsInverseFactor S Z` is the relation $Z^\dagger S Z = 1$.
- `orthoHamiltonian H Z` is $Z^\dagger H Z$, the Hamiltonian matrix in the transformed basis.
- `densityMatrix H Z p` is $Z\,p(Z^\dagger H Z)\,Z^\dagger$, expressed in the original basis.

The answer to your question is `densityMatrix_independent`. It takes two inverse factors of the same `S`, an arbitrary `H` and an arbitrary `p`, and concludes that the two density matrices are equal. Its conclusion is written out in full, so it can be compared directly with your formula. The theorem `densityMatrix_eq` gives their common value, $p(S^{-1}H)S^{-1}$.

No separate assumption makes `S` Hermitian or positive definite, because the existence of an inverse factor already forces both: $S = (Z^{-1})^\dagger Z^{-1}$. Nor is `H` required to be Hermitian, although a physical Hamiltonian matrix is.

The name `densityMatrix` is generous, since `p` is unrestricted. For $p = 1$ the definition gives $S^{-1}$, which describes a completely filled basis. To describe a set of fully occupied orbitals, $p$ must map the eigenvalues of the transformed Hamiltonian to 1 for occupied states and 0 for empty ones. The next two theorems both assume that $Z$ is an inverse factor of $S$: `densityMatrix_idempotent_iff` expresses the corresponding projector condition in the original basis, and `trace_densityMatrix_overlap` shows that the electron count, when each orbital holds one electron, can be computed either as the trace of $D_Z S$ in the original basis or as the trace of $p(Z^\dagger H Z)$ in the orthonormal one.

The theorems concern exact square factors and one fixed `H`. They don't treat rounding, the discarding of small matrix elements, approximate inverse factors, or the rectangular transformations that arise when combinations of basis functions with nearly zero norm are discarded. They also say nothing about sparsity, which can differ between two inverse factors even though the final density matrix is the same. A Fermi function enters only through a polynomial that stands in for it, and the error of that replacement is not estimated.

## How the proof follows the algebra

`factor_mul_overlap` proves $ZZ^\dagger S = 1$. After regrouping the product, it applies `mul_eq_one_comm`, which is the step from a left inverse to a right inverse. This is where the matrices need to be square and finite.

`factor_intertwines` moves $Z$ through the polynomial. Its local statement `hs` records $Z(Z^\dagger H Z) = (ZZ^\dagger H)Z$ in the form `SemiconjBy`, and `hs.pow_right k` extends this to the $k$-th power. The induction on `p` has one case for sums and one for monomials, matching the passage from powers to polynomials. This lemma doesn't involve `S` and holds for every square `Z`.

In `densityMatrix_eq`, the first lemma identifies $ZZ^\dagger$ with `S⁻¹`. The intertwining relation then brings $Z$ next to $Z^\dagger$, and rewriting with `hinv` replaces both occurrences of the product. `densityMatrix_independent` joins this equality for `Z` to the reversed equality for `W`.

The remaining theorems follow the calculations above:

- `densityMatrix_agree_iff` specializes its hypothesis to the polynomial 1 to obtain $WW^\dagger = ZZ^\dagger$. The other direction is the independence theorem.
- `isInverseFactor_iff_unitary` supplies $U = Z^\dagger S W$, then checks that it is unitary and that $W = ZU$. The adjoint $S^\dagger$ is kept throughout, so the proof never needs to establish first that `S` is Hermitian.
- `densityMatrix_idempotent_iff` replaces the evaluated polynomial by an arbitrary matrix `P`, since only the outer factors matter. The local result `key` is $D_Z S D_Z = ZP^2Z^\dagger$, and `undo` removes the back-transformation.
- `trace_densityMatrix_overlap` uses `Matrix.trace_mul_comm` for the cyclic step and then the defining relation of `Z`.
- `isInverseFactor_witness` verifies the two factors of the $2\times2$ example entry by entry.
